# A classical rigid rotor with $A>B>C$ and $E>BL^2$ keeps the sign of $J_x$

Let a rigid rotor have rotational constants $A>B>C$, and let $\mathbf J=(x,y,z)$ be its angular momentum along the corresponding body-fixed principal axes. If $|\mathbf J|=L>0$ and the rotational energy is $E>BL^2$, then $x$ keeps its sign along every continuous path on which $L$ and $E$ are constant. Torque-free classical motion is such a path, so it never carries $\mathbf J$ from the cap of the rotational energy surface around $+x$ to the equivalent cap around $-x$.

In the semiclassical picture of a rigid asymmetric top, the small splitting within close pairs of levels well above $BL^2$ is attributed to tunnelling between the two caps, a passage that the classical motion treated here does not allow.

## The highest energy at $x=0$

The two constraints are

$$x^2+y^2+z^2=L^2,\qquad Ax^2+By^2+Cz^2=E.$$

Multiply the first by $B$ and subtract it from the second. The intermediate component $y$ drops out:

$$E-BL^2=(A-B)x^2-(B-C)z^2\le (A-B)x^2,$$

where the inequality uses only $C\le B$. If $x$ were zero, this would give $E\le BL^2$. Hence $x\neq0$ whenever $E>BL^2$.

Now follow a continuous path. If $x$ were negative at one time and positive at another, the intermediate value theorem would supply a time at which $x=0$, which has just been excluded. So $x(s)\,x(t)>0$ for any two times $s$ and $t$.

The argument uses neither $A>B$ nor $L>0$. If either fails, no angular momentum has $E>BL^2$, and the statement is empty.

## Allowed points on both sides

For $BL^2<E\le AL^2$ both signs of $x$ do occur. Set $y=0$ and solve the constraints for the other two squares:

$$x^2=\frac{E-CL^2}{A-C},\qquad z^2=\frac{AL^2-E}{A-C}.$$

The first is positive, the second is non-negative, and they add up to $L^2$. The energy is

$$\frac{A(E-CL^2)+C(AL^2-E)}{A-C}=E.$$

The two signs of $x$ give two allowed points that are mirror images in the plane $x=0$.

## Conservation under Euler's equations

With $H=Ax^2+By^2+Cz^2$, Euler's equations $\dot{\mathbf J}=\mathbf J\times\nabla H$ read

$$\dot x=2(C-B)yz,\qquad \dot y=2(A-C)xz,\qquad \dot z=2(B-A)xy.$$

For constant weights $a,b,c$,

$$\frac{d}{dt}(ax^2+by^2+cz^2)=4xyz\,[a(C-B)+b(A-C)+c(B-A)].$$

The bracket vanishes for $(a,b,c)=(1,1,1)$, which conserves $|\mathbf J|^2$. It also vanishes for $(a,b,c)=(A,B,C)$, since $AC-AB+AB-BC+BC-AC=0$, which conserves the energy. A classical trajectory therefore satisfies both constraints at all times, and the sign argument applies to it.

## A connecting curve at lower energy

Suppose instead that $CL^2<E\le BL^2$, and define

$$p=\frac{E-CL^2}{A-C},\qquad q=\frac{E-CL^2}{B-C}.$$

Then $0<p\le q\le L^2$: the middle inequality holds because $A-C>B-C$, the last because $E\le BL^2$. Consider the curve

$$x=\sqrt p\cos t,\quad y=\sqrt q\sin t,\quad z=\sqrt{L^2-p\cos^2t-q\sin^2t}.$$

The radicand is at least $L^2-q\ge0$, and the squares add up to $L^2$. The energy is

$$CL^2+(A-C)p\cos^2t+(B-C)q\sin^2t=CL^2+(E-CL^2)=E.$$

The curve leads from $x=\sqrt p$ at $t=0$ to $x=-\sqrt p$ at $t=\pi$. Thus, for $E>CL^2$, a path between the two signs of $x$ exists exactly when $E\le BL^2$.

This equivalence concerns continuous curves, not trajectories. At $E=BL^2$ the curve crosses $x=0$ at a point on the $y$ axis, which is an equilibrium of Euler's equations, so the rotor does not travel through it.

## The rotor and its constraints in Lean

```lean
import Mathlib

namespace RigidRotorCaps
```

The angular momentum is a function `J : Fin 3 → ℝ`, with `J 0`, `J 1` and `J 2` standing for $x$, $y$ and $z$. The constants are arbitrary real numbers; their ordering enters only through the hypotheses of each theorem.

```lean
/-- Rotational energy of a rigid rotor with rotational constants `A`, `B`, `C` and
body-frame angular momentum `J`. -/
def rotEnergy (A B C : ℝ) (J : Fin 3 → ℝ) : ℝ :=
  A * J 0 ^ 2 + B * J 1 ^ 2 + C * J 2 ^ 2
```

With this convention $A=1/(2I_x)$, where $I_x$ is the moment of inertia about the $x$ axis, and similarly for $B$ and $C$. The model is a free rigid body, without centrifugal distortion, vibration or external torque.

`OnOrbit` collects the two constraints. Since only $L^2$ appears, the sphere has radius $|L|$, and no sign of `L` has to be assumed.

```lean
/-- The angular momentum `J` lies on the sphere of radius `|L|` and has rotational energy `E`. -/
structure OnOrbit (A B C L E : ℝ) (J : Fin 3 → ℝ) : Prop where
  sphere : J 0 ^ 2 + J 1 ^ 2 + J 2 ^ 2 = L ^ 2
  energy : rotEnergy A B C J = E
```

The next definition writes out the components of $\mathbf J\times\nabla H$. It describes the motion of $\mathbf J$ in the body frame and does not follow the orientation of the molecule in space.

```lean
/-- Right-hand side `J × ∇H` of Euler's equations for the body-frame angular momentum,
where `H` is the rotational energy. -/
def eulerField (A B C : ℝ) (J : Fin 3 → ℝ) : Fin 3 → ℝ :=
  ![2 * (C - B) * J 1 * J 2, 2 * (A - C) * J 0 * J 2, 2 * (B - A) * J 0 * J 1]
```

## From the barrier to a fixed sign

The theorem `barrier` is the inequality $E-BL^2\le(A-B)x^2$. The name means an obstacle to the path, not an energy maximum: when $E>BL^2$, the energies available at $x=0$ are too low, not too high. Its step `key` eliminates $y^2$: `linear_combination` checks that the identity follows from $B$ times the sphere equation minus the energy equation. The term $(B-C)z^2$ is then discarded because it is non-negative.

```lean
/-- For `C ≤ B` and an angular momentum of length `|L|`, the excess of the energy over `B L²` bounds
`(A - B) x²` from below. -/
theorem barrier {A B C L E : ℝ} {J : Fin 3 → ℝ} (hCB : C ≤ B)
    (h : OnOrbit A B C L E J) : E - B * L ^ 2 ≤ (A - B) * J 0 ^ 2 := by
  have hs := h.sphere
  have he := h.energy
  unfold rotEnergy at he
  -- eliminate the component along the intermediate axis
  have key : E - B * L ^ 2 = (A - B) * J 0 ^ 2 - (B - C) * J 2 ^ 2 := by
    linear_combination B * hs - he
  have hz : 0 ≤ (B - C) * J 2 ^ 2 := mul_nonneg (sub_nonneg.2 hCB) (sq_nonneg _)
  linarith
```

In `sign_preserved`, the path `γ` is continuous on a set `I` of times that is preconnected, meaning that it has no gaps. This covers intervals of every kind as well as the whole line. The path need not be differentiable or obey any equation of motion. The conclusion `0 < γ s 0 * γ t 0` says that $x$ is non-zero at both times and has the same sign.

The proof first obtains `hne`, that $x$ never vanishes, from the barrier. Then `hno` rules out a change from negative to positive by the intermediate value theorem. As its two times may come in either order, it excludes the opposite change too. The remaining lines go through the four combinations of signs at `s` and `t`.

```lean
/-- For `C ≤ B`, along a continuous path on which the angular momentum has constant length `|L|` and
the energy has a constant value `E > B L²`, the component `x` is never zero and keeps its sign. -/
theorem sign_preserved {A B C L E : ℝ} (hCB : C ≤ B) (hE : B * L ^ 2 < E)
    {I : Set ℝ} (hI : IsPreconnected I) {γ : ℝ → Fin 3 → ℝ} (hγ : ContinuousOn γ I)
    (horb : ∀ t ∈ I, OnOrbit A B C L E (γ t)) {s t : ℝ} (hs : s ∈ I) (ht : t ∈ I) :
    0 < γ s 0 * γ t 0 := by
  have hne : ∀ u ∈ I, γ u 0 ≠ 0 := by
    intro u hu h0
    have hb := barrier hCB (horb u hu)
    rw [h0] at hb
    linarith
  have hc : ContinuousOn (fun u => γ u 0) I := (continuous_apply 0).comp_continuousOn hγ
  -- a change of sign would force a zero in between
  have hno : ∀ a ∈ I, ∀ b ∈ I, γ a 0 < 0 → 0 < γ b 0 → False := by
    intro a ha b hb h1 h2
    obtain ⟨u, hu, hu0⟩ := hI.intermediate_value ha hb hc ⟨h1.le, h2.le⟩
    exact hne u hu hu0
  rcases lt_or_gt_of_ne (hne s hs) with h1 | h1
  · rcases lt_or_gt_of_ne (hne t ht) with h2 | h2
    · exact mul_pos_of_neg_of_neg h1 h2
    · exact (hno s hs t ht h1 h2).elim
  · rcases lt_or_gt_of_ne (hne t ht) with h2 | h2
    · exact (hno t ht s hs h2 h1).elim
    · exact mul_pos h1 h2
```

The theorem `caps_inhabited` shows that the result is not empty for $A>B>C$ and $BL^2<E\le AL^2$. Here `p` and `r` are the values of $x^2$ and $z^2$ found above, and the four final goals are the sphere and energy equations for the two mirror-image points. The theorem provides one point on each side; it does not describe the full shape of the caps.

```lean
/-- For `A > B > C` and `B L² < E ≤ A L²` there are two allowed angular momenta that are mirror
images of each other in the plane `x = 0`, one with `x > 0` and one with `x < 0`. -/
theorem caps_inhabited {A B C L E : ℝ} (hCB : C < B) (hBA : B < A)
    (hE : B * L ^ 2 < E) (hE' : E ≤ A * L ^ 2) :
    ∃ x y z : ℝ, 0 < x ∧ OnOrbit A B C L E ![x, y, z] ∧ OnOrbit A B C L E ![-x, y, z] := by
  have hAC : 0 < A - C := by linarith
  have hK : 0 < E - C * L ^ 2 := by
    have := mul_nonneg (sub_nonneg.2 hCB.le) (sq_nonneg L)
    linarith
  obtain ⟨p, hp⟩ : ∃ p, p = (E - C * L ^ 2) / (A - C) := ⟨_, rfl⟩
  obtain ⟨r, hr⟩ : ∃ r, r = (A * L ^ 2 - E) / (A - C) := ⟨_, rfl⟩
  have hpK := (eq_div_iff hAC.ne').1 hp
  have hrK := (eq_div_iff hAC.ne').1 hr
  have hp0 : 0 < p := by rw [hp]; exact div_pos hK hAC
  have hr0 : 0 ≤ r := by rw [hr]; exact div_nonneg (sub_nonneg.2 hE') hAC.le
  have hsum : p + r = L ^ 2 :=
    mul_right_cancel₀ hAC.ne' (by linear_combination hpK + hrK)
  have hp2 := Real.sq_sqrt hp0.le
  have hr2 := Real.sq_sqrt hr0
  refine ⟨Real.sqrt p, 0, Real.sqrt r, Real.sqrt_pos.2 hp0, ⟨?_, ?_⟩, ⟨?_, ?_⟩⟩
  · show Real.sqrt p ^ 2 + 0 ^ 2 + Real.sqrt r ^ 2 = L ^ 2
    linear_combination hp2 + hr2 + hsum
  · show A * Real.sqrt p ^ 2 + B * 0 ^ 2 + C * Real.sqrt r ^ 2 = E
    linear_combination A * hp2 + C * hr2 + C * hsum + hpK
  · show (-Real.sqrt p) ^ 2 + 0 ^ 2 + Real.sqrt r ^ 2 = L ^ 2
    linear_combination hp2 + hr2 + hsum
  · show A * (-Real.sqrt p) ^ 2 + B * 0 ^ 2 + C * Real.sqrt r ^ 2 = E
    linear_combination A * hp2 + C * hr2 + C * hsum + hpK
```

## Classical trajectories

In `euler_conserves`, the hypothesis `h` says that `γ` is differentiable at every real time and solves Euler's equations. The existence of such a solution is assumed, not derived. The constraints are imposed only at time zero, and the theorem extends them to every time `t`.

The step `key` treats the general quadratic form with weights $a,b,c$. The product rule gives the derivative computed above, the condition on the weights makes it zero, and a function with zero derivative everywhere is constant. The choices `key 1 1 1` and `key A B C` then yield the two conservation laws.

```lean
/-- Euler's equations conserve the length of the angular momentum and the rotational energy. -/
theorem euler_conserves {A B C L E : ℝ} {γ : ℝ → Fin 3 → ℝ}
    (h : ∀ t, HasDerivAt γ (eulerField A B C (γ t)) t)
    (h0 : OnOrbit A B C L E (γ 0)) (t : ℝ) : OnOrbit A B C L E (γ t) := by
  -- every quadratic form a x² + b y² + c z² with this balance of weights is conserved
  have key : ∀ a b c : ℝ, a * (C - B) + b * (A - C) + c * (B - A) = 0 →
      a * (γ t 0 * γ t 0) + b * (γ t 1 * γ t 1) + c * (γ t 2 * γ t 2) =
      a * (γ 0 0 * γ 0 0) + b * (γ 0 1 * γ 0 1) + c * (γ 0 2 * γ 0 2) := by
    intro a b c habc
    have hd : ∀ s, HasDerivAt (fun s => a * (γ s 0 * γ s 0) + b * (γ s 1 * γ s 1)
        + c * (γ s 2 * γ s 2)) 0 s := by
      intro s
      have hx : HasDerivAt (fun s => γ s 0) (2 * (C - B) * γ s 1 * γ s 2) s :=
        hasDerivAt_pi.1 (h s) 0
      have hy : HasDerivAt (fun s => γ s 1) (2 * (A - C) * γ s 0 * γ s 2) s :=
        hasDerivAt_pi.1 (h s) 1
      have hz : HasDerivAt (fun s => γ s 2) (2 * (B - A) * γ s 0 * γ s 1) s :=
        hasDerivAt_pi.1 (h s) 2
      refine ((((hx.fun_mul hx).const_mul a).fun_add ((hy.fun_mul hy).const_mul b)).fun_add
        ((hz.fun_mul hz).const_mul c)).congr_deriv ?_
      linear_combination 4 * γ s 0 * γ s 1 * γ s 2 * habc
    exact is_const_of_deriv_eq_zero (fun s => (hd s).differentiableAt)
      (fun s => (hd s).deriv) t 0
  have hs := h0.sphere
  have he := h0.energy
  unfold rotEnergy at he
  refine ⟨?_, ?_⟩
  · linear_combination key 1 1 1 (by ring) + hs
  · unfold rotEnergy
    linear_combination key A B C (by ring) + he
```

Combining this with `sign_preserved` gives the statement about motion. Differentiability supplies continuity, and the set of times is the whole real line. Only $C\le B$, the energy condition and the constraints at time zero are needed besides the equations of motion.

```lean
/-- For `C ≤ B`, a solution of Euler's equations that starts with an angular momentum of length
`|L|` and energy `E > B L²` has non-zero `x` and keeps the sign of `x` at all times. -/
theorem classical_motion_confined {A B C L E : ℝ} (hCB : C ≤ B) (hE : B * L ^ 2 < E)
    {γ : ℝ → Fin 3 → ℝ} (h : ∀ t, HasDerivAt γ (eulerField A B C (γ t)) t)
    (h0 : OnOrbit A B C L E (γ 0)) (s t : ℝ) : 0 < γ s 0 * γ t 0 :=
  sign_preserved hCB hE isPreconnected_univ
    (fun u _ => (h u).continuousAt.continuousWithinAt)
    (fun u _ => euler_conserves h h0 u) (Set.mem_univ s) (Set.mem_univ t)
```

## The energy threshold for a connecting path

The theorem `connecting_path` builds the explicit curve. The facts `hpq` and `hqL` are $p\le q$ and $q\le L^2$; together they make the radicand of $z$ non-negative, which is recorded as `hrad`. The proof then checks continuity component by component, the two constraints at every `t`, and the signs of $x$ at $0$ and $\pi$.

```lean
/-- For `A > B > C` and `C L² < E ≤ B L²` there is a continuous path of angular momenta with
constant length `|L|` and constant energy `E` that leads from `x > 0` to `x < 0`. -/
theorem connecting_path {A B C L E : ℝ} (hCB : C < B) (hBA : B < A)
    (hE : C * L ^ 2 < E) (hE' : E ≤ B * L ^ 2) :
    ∃ γ : ℝ → Fin 3 → ℝ, Continuous γ ∧ (∀ t, OnOrbit A B C L E (γ t)) ∧
      0 < γ 0 0 ∧ γ Real.pi 0 < 0 := by
  have hAC : 0 < A - C := by linarith
  have hBC : 0 < B - C := by linarith
  have hK : 0 < E - C * L ^ 2 := by linarith
  -- squared semi-axes of the ellipse that is the curve's projection onto the x-y plane
  obtain ⟨p, hp⟩ : ∃ p, p = (E - C * L ^ 2) / (A - C) := ⟨_, rfl⟩
  obtain ⟨q, hq⟩ : ∃ q, q = (E - C * L ^ 2) / (B - C) := ⟨_, rfl⟩
  have hpK := (eq_div_iff hAC.ne').1 hp
  have hqK := (eq_div_iff hBC.ne').1 hq
  have hp0 : 0 < p := by rw [hp]; exact div_pos hK hAC
  have hq0 : 0 < q := by rw [hq]; exact div_pos hK hBC
  have hpq : p ≤ q := by
    rw [hp, hq, div_le_div_iff₀ hAC hBC]
    exact mul_le_mul_of_nonneg_left (by linarith) hK.le
  have hqL : q ≤ L ^ 2 := by
    rw [hq, div_le_iff₀ hBC]
    linarith
  refine ⟨fun t => ![Real.sqrt p * Real.cos t, Real.sqrt q * Real.sin t,
    Real.sqrt (L ^ 2 - p * Real.cos t ^ 2 - q * Real.sin t ^ 2)], ?_, ?_, ?_, ?_⟩
  · refine continuous_pi fun i => ?_
    fin_cases i
    · show Continuous fun t => Real.sqrt p * Real.cos t
      fun_prop
    · show Continuous fun t => Real.sqrt q * Real.sin t
      fun_prop
    · exact Real.continuous_sqrt.comp (by fun_prop :
        Continuous fun t : ℝ => L ^ 2 - p * Real.cos t ^ 2 - q * Real.sin t ^ 2)
  · intro t
    have hcs := Real.cos_sq_add_sin_sq t
    have hrad : 0 ≤ L ^ 2 - p * Real.cos t ^ 2 - q * Real.sin t ^ 2 := by
      have h1 := mul_nonneg (sub_nonneg.2 hpq) (sq_nonneg (Real.cos t))
      have h2 : q * Real.cos t ^ 2 + q * Real.sin t ^ 2 = q := by
        linear_combination q * hcs
      linarith
    have hp2 := Real.sq_sqrt hp0.le
    have hq2 := Real.sq_sqrt hq0.le
    have hz2 := Real.sq_sqrt hrad
    refine ⟨?_, ?_⟩
    · show (Real.sqrt p * Real.cos t) ^ 2 + (Real.sqrt q * Real.sin t) ^ 2 +
        Real.sqrt (L ^ 2 - p * Real.cos t ^ 2 - q * Real.sin t ^ 2) ^ 2 = L ^ 2
      rw [mul_pow, mul_pow, hp2, hq2, hz2]
      ring
    · show A * (Real.sqrt p * Real.cos t) ^ 2 + B * (Real.sqrt q * Real.sin t) ^ 2 +
        C * Real.sqrt (L ^ 2 - p * Real.cos t ^ 2 - q * Real.sin t ^ 2) ^ 2 = E
      rw [mul_pow, mul_pow, hp2, hq2, hz2]
      linear_combination Real.cos t ^ 2 * hpK + Real.sin t ^ 2 * hqK + (E - C * L ^ 2) * hcs
  · show 0 < Real.sqrt p * Real.cos 0
    rw [Real.cos_zero, mul_one]
    exact Real.sqrt_pos.2 hp0
  · show Real.sqrt p * Real.cos Real.pi < 0
    rw [Real.cos_pi]
    linarith [Real.sqrt_pos.2 hp0]
```

Finally, `connection_iff` joins the two directions for $C<B<A$ and $E>CL^2$. If a path has $x>0$ at one time and $x<0$ at another, the product of these values is negative, so `sign_preserved` excludes $E>BL^2$. Conversely, $E\le BL^2$ allows the explicit curve to be used. Paths are defined here on all of $\mathbb R$, which loses nothing: a path on a closed time interval can be extended by holding its end values fixed.

```lean
/-- For `A > B > C` and `E > C L²`, a continuous path of angular momenta with constant length `|L|`
and constant energy `E` between `x > 0` and `x < 0` exists exactly when `E ≤ B L²`. -/
theorem connection_iff {A B C L E : ℝ} (hCB : C < B) (hBA : B < A) (hE : C * L ^ 2 < E) :
    (∃ γ : ℝ → Fin 3 → ℝ, Continuous γ ∧ (∀ t, OnOrbit A B C L E (γ t)) ∧
      ∃ s t, 0 < γ s 0 ∧ γ t 0 < 0) ↔ E ≤ B * L ^ 2 := by
  constructor
  · rintro ⟨γ, hγ, horb, s, t, hs, ht⟩
    by_contra hlt
    have hpos := sign_preserved hCB.le (not_le.1 hlt) isPreconnected_univ hγ.continuousOn
      (fun u _ => horb u) (Set.mem_univ s) (Set.mem_univ t)
    linarith [mul_neg_of_pos_of_neg hs ht]
  · intro hE'
    obtain ⟨γ, hγ, horb, h1, h2⟩ := connecting_path hCB hBA hE hE'
    exact ⟨γ, hγ, horb, 0, Real.pi, h1, h2⟩

end RigidRotorCaps
```

```lean
#print axioms RigidRotorCaps.caps_inhabited
-- 'RigidRotorCaps.caps_inhabited' depends on axioms: [propext, Classical.choice, Quot.sound]
#print axioms RigidRotorCaps.classical_motion_confined
-- 'RigidRotorCaps.classical_motion_confined' depends on axioms: [propext, Classical.choice, Quot.sound]
#print axioms RigidRotorCaps.connection_iff
-- 'RigidRotorCaps.connection_iff' depends on axioms: [propext, Classical.choice, Quot.sound]
```
